# Antisymmetrising a unit pair state on disjoint orbital sets: norm 1, and √2 in overlaps with antisymmetric states

Let A and B be disjoint subsets of one orthonormal set of spin-orbitals, and let ψ be a unit two-electron vector with electron 1 in A and electron 2 in B. Let P exchange the electrons, and put

χ = (ψ − Pψ)/√2.

Then

⟨χ,χ⟩ = 1, and ⟨χ,φ⟩ = √2 ⟨ψ,φ⟩ for every antisymmetric φ.

This is the source of a √2 in LS–jj transformations for two equivalent electrons. Take A and B to be the p₁/₂ and p₃/₂ subshells of one p shell, with a common radial function. The LS state φ is already antisymmetric, while the jj-coupled product ψ is not, and replacing ψ by χ multiplies the overlap by √2. The theorems concern a finite orbital set and arbitrary amplitudes; angular-momentum coupling and its coefficients do not enter them.

```lean
import Mathlib

open ComplexConjugate

namespace AntisymmetrisedPair

noncomputable section
```

## Amplitudes, exchange and support

A two-electron vector is its table of amplitudes ψ_ij, where i is the spin-orbital of electron 1 and j that of electron 2. The type `ι` labels the spin-orbitals. Their orthonormality is built into this description and will appear in the formula for the overlap.

```lean
/-- A two-electron vector, given by its amplitudes `ψ i j` for electron 1 in spin-orbital `i`
and electron 2 in spin-orbital `j` of an orthonormal set. -/
abbrev TwoElectron (ι : Type*) := ι → ι → ℂ
```

Exchange transposes the table:

(Pψ)_ij = ψ_ji.

```lean
variable {ι : Type*}

/-- The particle swap `P`, which exchanges the two electrons. -/
def swap (ψ : TwoElectron ι) : TwoElectron ι := fun i j => ψ j i
```

The antisymmetrised vector therefore has amplitudes

χ_ij = (ψ_ij − ψ_ji)/√2.

The prefactor is fixed in advance; nothing is rescaled afterwards to make χ a unit vector.

```lean
/-- The antisymmetrised vector `χ = (ψ - P ψ) / √2`. -/
def antisym (ψ : TwoElectron ι) : TwoElectron ι :=
  fun i j => ((√2 : ℝ) : ℂ)⁻¹ * (ψ i j - swap ψ i j)
```

Support on A × B means that ψ_ij ≠ 0 only if i ∈ A and j ∈ B. Products and entangled combinations, such as states coupled to a total angular momentum, are both allowed.

```lean
/-- Electron 1 occupies only orbitals of `A`, and electron 2 only orbitals of `B`. -/
def SupportedOn (A B : Set ι) (ψ : TwoElectron ι) : Prop :=
  ∀ i j, ψ i j ≠ 0 → i ∈ A ∧ j ∈ B
```

The calculations use √2 · √2 = 2 and √2 ≠ 0, here for √2 as a complex number.

```lean
/-- The square of `√2`, read as a complex number, is 2. -/
lemma sqrt_two_mul_self : ((√2 : ℝ) : ℂ) * ((√2 : ℝ) : ℂ) = 2 := by
  rw [← Complex.ofReal_mul, Real.mul_self_sqrt (by norm_num)]
  norm_num

/-- The complex number `√2` is not zero. -/
lemma sqrt_two_ne_zero : ((√2 : ℝ) : ℂ) ≠ 0 := by
  intro h
  have h2 := sqrt_two_mul_self
  rw [h] at h2
  norm_num at h2
```

Exchanging the indices of χ gives

χ_ji = (ψ_ji − ψ_ij)/√2 = −χ_ij,

so χ is antisymmetric for any ψ.

```lean
/-- The vector `χ` changes sign when the two electrons are exchanged. -/
theorem swap_antisym (ψ : TwoElectron ι) : swap (antisym ψ) = -antisym ψ := by
  funext i j
  simp only [swap, antisym, Pi.neg_apply]
  ring
```

## Recovering ψ from an antisymmetric state

Every antisymmetric φ with one electron in A and the other in B arises in this way. Keep its A × B block and rescale it:

ψ_ij = √2 φ_ij if i ∈ A and j ∈ B, and ψ_ij = 0 otherwise.

There are three cases to check:

- If (i,j) lies in A × B, disjointness puts (j,i) outside it, so χ_ij = √2 φ_ij/√2 = φ_ij.
- If (j,i) lies in A × B, then χ_ij = −√2 φ_ji/√2 = −φ_ji = φ_ij.
- If neither does, both χ_ij and φ_ij vanish.

The hypothesis `hsupp` says that φ_ij can be nonzero only in the first two cases. The proof supplies this ψ and makes the same division by `by_cases`.

```lean
/-- Every antisymmetric state with one electron in `A` and the other in `B`, for disjoint
`A` and `B`, is the antisymmetrised form of a vector supported on `A × B`. -/
theorem exists_antisym_eq {A B : Set ι} (hAB : Disjoint A B) {φ : TwoElectron ι}
    (hφ : swap φ = -φ)
    (hsupp : ∀ i j, φ i j ≠ 0 → (i ∈ A ∧ j ∈ B) ∨ (j ∈ A ∧ i ∈ B)) :
    ∃ ψ, SupportedOn A B ψ ∧ antisym ψ = φ := by
  classical
  -- keep the A × B block of φ and rescale it by √2
  refine ⟨fun i j => if i ∈ A ∧ j ∈ B then ((√2 : ℝ) : ℂ) * φ i j else 0, ?_, ?_⟩
  · intro i j h
    by_contra hn
    exact h (if_neg hn)
  · funext i j
    have hji : φ j i = -φ i j := congrFun (congrFun hφ i) j
    have hs := inv_mul_cancel₀ sqrt_two_ne_zero
    simp only [antisym, swap]
    by_cases h1 : i ∈ A ∧ j ∈ B
    · have h2 : ¬(j ∈ A ∧ i ∈ B) := fun h => Set.disjoint_left.mp hAB h1.1 h.2
      rw [if_pos h1, if_neg h2]
      linear_combination φ i j * hs
    · by_cases h2 : j ∈ A ∧ i ∈ B
      · rw [if_neg h1, if_pos h2, hji]
        linear_combination φ i j * hs
      · have h0 : φ i j = 0 := by
          by_contra h
          exact (hsupp i j h).elim h1 h2
        rw [if_neg h1, if_neg h2, h0, sub_zero, mul_zero]
```

## The factor √2

From here on the orbital set is finite. The overlap is conjugate-linear in its first argument:

⟨ψ,φ⟩ = Σ_i Σ_j ψ_ij* φ_ij.

A unit vector is one with ⟨ψ,ψ⟩ = 1.

```lean
variable [Fintype ι]

/-- The overlap `⟨ψ, φ⟩` of two two-electron vectors; `⟨ψ, ψ⟩` is the squared norm. -/
def overlap (ψ φ : TwoElectron ι) : ℂ := ∑ i, ∑ j, conj (ψ i j) * φ i j
```

Renaming the summation indices moves P across the overlap:

⟨Pψ,φ⟩ = Σ_i Σ_j ψ_ji* φ_ij = Σ_i Σ_j ψ_ij* φ_ji = ⟨ψ,Pφ⟩.

In Lean this is an interchange of the two finite sums.

```lean
/-- The particle swap can be moved from one side of an overlap to the other. -/
theorem overlap_swap_left (ψ φ : TwoElectron ι) :
    overlap (swap ψ) φ = overlap ψ (swap φ) := by
  unfold overlap swap
  exact Finset.sum_comm
```

Now let Pφ = −φ. Then

⟨χ,φ⟩ = (⟨ψ,φ⟩ − ⟨Pψ,φ⟩)/√2
= (⟨ψ,φ⟩ − ⟨ψ,Pφ⟩)/√2
= 2⟨ψ,φ⟩/√2
= √2 ⟨ψ,φ⟩.

The direct and exchanged terms contribute equally. Neither disjointness nor normalisation is used. In the proof, `hlin` is the first line, `hneg` takes the minus sign out of the overlap, and `linear_combination` does the arithmetic with √2.

```lean
/-- The overlap of `χ` with any antisymmetric state is `√2` times the overlap of `ψ`
with that state. -/
theorem overlap_antisym_left (ψ : TwoElectron ι) {φ : TwoElectron ι} (hφ : swap φ = -φ) :
    overlap (antisym ψ) φ = ((√2 : ℝ) : ℂ) * overlap ψ φ := by
  have hlin : overlap (antisym ψ) φ
      = ((√2 : ℝ) : ℂ)⁻¹ * (overlap ψ φ - overlap (swap ψ) φ) := by
    simp only [overlap, antisym, map_mul, map_sub, map_inv₀, Complex.conj_ofReal,
      ← Finset.sum_sub_distrib, Finset.mul_sum]
    exact Finset.sum_congr rfl fun i _ => Finset.sum_congr rfl fun j _ => by ring
  have hneg : overlap ψ (-φ) = -overlap ψ φ := by
    simp [overlap]
  -- the direct and the exchanged term contribute equally
  rw [hlin, overlap_swap_left, hφ, hneg]
  linear_combination
    overlap ψ φ * ((√2 : ℝ) : ℂ) * inv_mul_cancel₀ sqrt_two_ne_zero
      - overlap ψ φ * ((√2 : ℝ) : ℂ)⁻¹ * sqrt_two_mul_self
```

## Direct and exchange overlaps

Let χ′ be the antisymmetrised form of a second vector ψ′. Since χ′ is antisymmetric, the previous result applies with φ = χ′:

⟨χ,χ′⟩ = √2 ⟨ψ,χ′⟩ = ⟨ψ,ψ′⟩ − ⟨ψ,Pψ′⟩.

```lean
/-- The overlap of two antisymmetrised vectors is the direct overlap minus the
exchange overlap. -/
theorem overlap_antisym_antisym (ψ ψ' : TwoElectron ι) :
    overlap (antisym ψ) (antisym ψ') = overlap ψ ψ' - overlap ψ (swap ψ') := by
  have hlin : overlap ψ (antisym ψ')
      = ((√2 : ℝ) : ℂ)⁻¹ * (overlap ψ ψ' - overlap ψ (swap ψ')) := by
    simp only [overlap, antisym, ← Finset.sum_sub_distrib, Finset.mul_sum]
    exact Finset.sum_congr rfl fun i _ => Finset.sum_congr rfl fun j _ => by ring
  rw [overlap_antisym_left ψ (swap_antisym ψ'), hlin,
    mul_inv_cancel_left₀ sqrt_two_ne_zero]
```

Suppose both ψ and ψ′ are supported on A × B, with A and B disjoint. A term of the exchange overlap is

ψ_ij* ψ′_ji.

If it is nonzero, the first factor requires i ∈ A and the second requires i ∈ B, which is impossible. Every exchange term is therefore zero, and

⟨χ,χ′⟩ = ⟨ψ,ψ′⟩.

For two electrons in different shells, A and B can be the whole shells. The LS and jj states are then both antisymmetrised from vectors on A × B, and their overlap acquires no extra factor. The Lean proof establishes the vanishing exchange overlap as `hex`, term by term.

```lean
/-- For two vectors supported on `A × B` with `A` and `B` disjoint, antisymmetrising both
leaves their overlap unchanged. -/
theorem overlap_antisym_of_disjoint {A B : Set ι} (hAB : Disjoint A B)
    {ψ ψ' : TwoElectron ι} (hψ : SupportedOn A B ψ) (hψ' : SupportedOn A B ψ') :
    overlap (antisym ψ) (antisym ψ') = overlap ψ ψ' := by
  -- no orbital lies in both sets, so every exchange term vanishes
  have hex : overlap ψ (swap ψ') = 0 := by
    unfold overlap swap
    refine Finset.sum_eq_zero fun i _ => Finset.sum_eq_zero fun j _ => ?_
    by_cases h1 : ψ i j = 0
    · rw [h1, map_zero, zero_mul]
    · by_cases h2 : ψ' j i = 0
      · rw [h2, mul_zero]
      · exact (Set.disjoint_left.mp hAB (hψ i j h1).1 (hψ' j i h2).2).elim
  rw [overlap_antisym_antisym, hex, sub_zero]
```

## Norm and overlap together

Setting ψ′ = ψ gives ⟨χ,χ⟩ = ⟨ψ,ψ⟩ = 1, and the factor √2 is already established. The theorem takes as hypotheses the disjointness `hAB`, the support condition `hψ` and the normalisation `hunit`. Its second conclusion holds for every antisymmetric φ, whether or not φ is normalised or confined to A and B.

The smallest case has two orbitals, A = {a} and B = {b}, with ψ_ab = 1 and all other amplitudes zero. Then

χ_ab = 1/√2, χ_ba = −1/√2,

which is the normalised Slater determinant of a and b. With φ = χ, the overlap ⟨ψ,χ⟩ is 1/√2, and multiplying by √2 gives ⟨χ,χ⟩ = 1.

```lean
/-- For a unit vector `ψ` supported on `A × B` with `A` and `B` disjoint, `χ` is a unit vector,
and its overlap with every antisymmetric state `φ` is `√2 ⟨ψ, φ⟩`. -/
theorem antisymmetrised_pair {A B : Set ι} (hAB : Disjoint A B) {ψ : TwoElectron ι}
    (hψ : SupportedOn A B ψ) (hunit : overlap ψ ψ = 1) :
    overlap (antisym ψ) (antisym ψ) = 1 ∧
      ∀ φ : TwoElectron ι, swap φ = -φ →
        overlap (antisym ψ) φ = ((√2 : ℝ) : ℂ) * overlap ψ φ :=
  ⟨(overlap_antisym_of_disjoint hAB hψ hψ).trans hunit,
    fun _ hφ => overlap_antisym_left ψ hφ⟩
```

## When χ is normalised

For any unit ψ, with no condition on its support,

⟨χ,χ⟩ = 1 − ⟨ψ,Pψ⟩.

Hence χ is normalised exactly when ψ is orthogonal to Pψ. Disjoint A and B guarantee this. By contrast, a unit ψ that is already antisymmetric has ⟨ψ,Pψ⟩ = −1, so χ = √2 ψ and ⟨χ,χ⟩ = 2. Such a state, for example an allowed coupled state of two electrons in the same subshell, should be used as it stands, without the extra √2.

```lean
/-- For a unit vector `ψ`, the vector `χ` is normalised exactly when `ψ` is orthogonal to its
own exchanged form `P ψ`. -/
theorem antisym_unit_iff {ψ : TwoElectron ι} (hunit : overlap ψ ψ = 1) :
    overlap (antisym ψ) (antisym ψ) = 1 ↔ overlap ψ (swap ψ) = 0 := by
  rw [overlap_antisym_antisym, hunit, sub_eq_self]

end

end AntisymmetrisedPair
```

```lean
#print axioms AntisymmetrisedPair.exists_antisym_eq
#print axioms AntisymmetrisedPair.antisymmetrised_pair
#print axioms AntisymmetrisedPair.antisym_unit_iff
```

```
'AntisymmetrisedPair.exists_antisym_eq' depends on axioms: [propext, Classical.choice, Quot.sound]
'AntisymmetrisedPair.antisymmetrised_pair' depends on axioms: [propext, Classical.choice, Quot.sound]
'AntisymmetrisedPair.antisym_unit_iff' depends on axioms: [propext, Classical.choice, Quot.sound]
```
